# Circular-polarization selection rules for exp(imp) envelopes in a two-band model of winding w

Take a massive Dirac Hamiltonian in two dimensions, with real mass $D$, real coupling $a$ and momentum $(k_x,k_y)=k(\cos p,\sin p)$:

$$H=\begin{pmatrix}D & a(k_x-ik_y)\\ a(k_x+ik_y) & -D\end{pmatrix},\qquad (\partial_{k_x}+i\partial_{k_y})H=\begin{pmatrix}0&2a\\0&0\end{pmatrix}.$$

Between the conduction state $(c,\,s\,e^{ip})$ and the valence state $(-s\,e^{-ip},\,c)$, with $c,s$ real, this gives $2ac^2$, which is independent of angle. With these spinor phases, an isotropic envelope therefore survives the angular integral. The opposite combination $\partial_{k_x}-i\partial_{k_y}$ gives $-2as^2e^{-2ip}$, which needs an envelope $e^{2ip}$. A general winding number $w\ge 1$ adds $-(w-1)p$ to both phases.

In Lean 4 with Mathlib:

```lean
import Mathlib

open Matrix
open Complex (I)

namespace ExcitonWindingSelection

noncomputable section
```

## Hamiltonian, bands and overlap

The off-diagonal elements become $a(k_x\mp ik_y)^w$.

```lean
/-- Two-band Hamiltonian with mass `D`, coupling `a` and winding number `w`. -/
def hamiltonian (a D : ℝ) (w : ℕ) (kx ky : ℝ) : Matrix (Fin 2) (Fin 2) ℂ :=
  !![(D : ℂ), (a : ℂ) * ((kx : ℂ) - I * (ky : ℂ)) ^ w;
     (a : ℂ) * ((kx : ℂ) + I * (ky : ℂ)) ^ w, -(D : ℂ)]
```

Angular dependence is carried by $e^{inp}$ with integer $n$.

```lean
/-- The angular function `exp(i n p)`. -/
def phase (n : ℤ) (p : ℝ) : ℂ := Complex.exp ((n : ℂ) * I * (p : ℂ))
```

With $u=ak^w$, the band energy is $E=\sqrt{D^2+u^2}$.

```lean
/-- Band energy at radial momentum `k`. -/
def energy (a D : ℝ) (w : ℕ) (k : ℝ) : ℝ := √(D ^ 2 + (a * k ^ w) ^ 2)
```

The spinors are normalised by $N=\sqrt{2E(E+D)}$.

```lean
/-- Normalisation factor of the band spinors. -/
def spinorNorm (a D : ℝ) (w : ℕ) (k : ℝ) : ℝ :=
  √(2 * energy a D w k * (energy a D w k + D))
```

The amplitudes are $c=(E+D)/N$

```lean
/-- The amplitude `c` of the band spinors, for `a` and `k` non-zero. -/
def cAmp (a D : ℝ) (w : ℕ) (k : ℝ) : ℝ := (energy a D w k + D) / spinorNorm a D w k
```

and $s=u/N$.

```lean
/-- The amplitude `s` of the band spinors, for `a` and `k` non-zero. -/
def sAmp (a D : ℝ) (w : ℕ) (k : ℝ) : ℝ := a * k ^ w / spinorNorm a D w k
```

The conduction spinor is $(c,\,s\,e^{iwp})$,

```lean
/-- Conduction spinor `(c, s exp(iwp))`. -/
def conduction (a D : ℝ) (w : ℕ) (k p : ℝ) : Fin 2 → ℂ :=
  ![(cAmp a D w k : ℂ), (sAmp a D w k : ℂ) * phase w p]
```

and the valence spinor is $(-s\,e^{-iwp},\,c)$. This fixes the phase convention in which $m$ is counted: multiplying the conduction spinor by $e^{inp}$ would shift the required $m$ by $n$. For $D>0$ and $w\ge1$ both spinors are continuous at $k=0$, and an s-like exciton has $m=0$. For $D<0$ they are not: an envelope that is isotropic with spinors continuous at $k=0$ has $m=2w$ in the present convention, so for $w=1$ the s-like exciton couples to the opposite circular polarization.

```lean
/-- Valence spinor `(-s exp(-iwp), c)`. -/
def valence (a D : ℝ) (w : ℕ) (k p : ℝ) : Fin 2 → ℂ :=
  ![-(sAmp a D w k : ℂ) * phase (-w) p, (cAmp a D w k : ℂ)]
```

The velocity, without $\hbar$, is $V_\sigma=(\partial_{k_x}+i\sigma\,\partial_{k_y})H$. Here $\sigma=\pm1$ are the two circular polarizations and $\sigma=0$ is linear along $x$. Complex $\sigma$ covers every polarization with an $x$ component, up to scale.

```lean
/-- The velocity matrix `(d/dkx + i σ d/dky) H`, taken entry by entry. -/
def velocity (σ : ℂ) (a D : ℝ) (w : ℕ) (kx ky : ℝ) : Matrix (Fin 2) (Fin 2) ℂ :=
  Matrix.of fun i j => deriv (fun x : ℝ => hamiltonian a D w x ky i j) kx +
    σ * I * deriv (fun y : ℝ => hamiltonian a D w kx y i j) ky
```

The interband element is $\langle c|V_\sigma|v\rangle$, with the conduction spinor conjugated.

```lean
/-- Conduction-valence matrix element of the velocity at polar momentum `(k, p)`. -/
def interband (σ : ℂ) (a D : ℝ) (w : ℕ) (k p : ℝ) : ℂ :=
  star (conduction a D w k p) ⬝ᵥ
    (velocity σ a D w (k * Real.cos p) (k * Real.sin p) *ᵥ valence a D w k p)
```

The overlap integrates the envelope times this element around one ring of fixed $k$:

$$O_\sigma(m)=\int_0^{2\pi}e^{imp}\langle c|V_\sigma|v\rangle\,dp.$$

The envelope is prescribed; no Bethe-Salpeter equation is solved, and the exciton carries no centre-of-mass momentum. The amplitude for light to create an exciton whose electron-hole pairs have coefficients $A(k_x,k_y)$ contains $A^*\langle c|V_\sigma|v\rangle$, so the envelope here stands for $A^*$: an exciton with $A\propto e^{ilp}$ has $m=-l$.

```lean
/-- Integral over a full turn of the envelope `exp(imp)`, unconjugated, times the interband element.
-/
def angularOverlap (σ : ℂ) (a D : ℝ) (w : ℕ) (k : ℝ) (m : ℤ) : ℂ :=
  ∫ p in (0 : ℝ)..(2 * Real.pi), phase m p * interband σ a D w k p
```

## Angular phases

Exponents add: $e^{imp}e^{inp}=e^{i(m+n)p}$.

```lean
/-- Angular momenta add when angular functions are multiplied. -/
theorem phase_mul (m n : ℤ) (p : ℝ) : phase m p * phase n p = phase (m + n) p := by
  unfold phase
  rw [← Complex.exp_add]
  congr 1
  push_cast
  ring
```

For $n\neq0$, $\int_0^{2\pi}e^{inp}dp=(e^{2\pi in}-1)/(in)=0$; for $n=0$ the integral is $2\pi$.

```lean
/-- The integral of `exp(inp)` over a full turn is `2π` for `n = 0` and zero otherwise. -/
theorem phase_integral (n : ℤ) :
    ∫ p in (0 : ℝ)..(2 * Real.pi), phase n p = if n = 0 then 2 * (Real.pi : ℂ) else 0 := by
  by_cases h : n = 0
  · subst h
    simp [phase]
  · have hc : (n : ℂ) * I ≠ 0 := mul_ne_zero (Int.cast_ne_zero.mpr h) Complex.I_ne_zero
    have e : Complex.exp ((n : ℂ) * I * ((2 * Real.pi : ℝ) : ℂ)) = 1 :=
      Complex.exp_eq_one_iff.mpr ⟨n, by push_cast; ring⟩
    rw [if_neg h]
    simp only [phase]
    rw [integral_exp_mul_complex hc, e]
    simp
```

Euler's formula gives $(k_x\pm ik_y)^n=k^ne^{\pm inp}$.

```lean
/-- Powers of `kx + i ky` and `kx - i ky` in polar coordinates. -/
theorem polar_pow (k p : ℝ) (n : ℕ) :
    (((k * Real.cos p : ℝ) : ℂ) + I * ((k * Real.sin p : ℝ) : ℂ)) ^ n
      = (k : ℂ) ^ n * phase n p ∧
    (((k * Real.cos p : ℝ) : ℂ) - I * ((k * Real.sin p : ℝ) : ℂ)) ^ n
      = (k : ℂ) ^ n * phase (-n) p := by
  have h1 : ((k * Real.cos p : ℝ) : ℂ) + I * ((k * Real.sin p : ℝ) : ℂ)
      = k * Complex.exp ((p : ℂ) * I) := by
    rw [Complex.exp_mul_I]
    push_cast
    ring
  have h2 : ((k * Real.cos p : ℝ) : ℂ) - I * ((k * Real.sin p : ℝ) : ℂ)
      = k * Complex.exp (-(p : ℂ) * I) := by
    rw [Complex.exp_mul_I, Complex.cos_neg, Complex.sin_neg]
    push_cast
    ring
  constructor
  · rw [h1, mul_pow, ← Complex.exp_nat_mul, phase]
    congr 2
    push_cast
    ring
  · rw [h2, mul_pow, ← Complex.exp_nat_mul, phase]
    congr 2
    push_cast
    ring
```

## Normalised eigenstates

Let $a,k\neq0$. Then $u\ne0$ and $E>|D|$, so $E+D>0$ for either sign of $D$, and both amplitudes are non-zero. Using $u^2=E^2-D^2$,

$$c^2+s^2=\frac{(E+D)^2+u^2}{2E(E+D)}=1,$$
$$Dc+us=\frac{D(E+D)+u^2}{N}=Ec,\qquad uc-Ds=\frac{uE}{N}=Es.$$

```lean
/-- The amplitudes are non-zero and normalised, and solve the radial eigenvalue equations. -/
theorem amplitudes {a k : ℝ} (D : ℝ) (w : ℕ) (ha : a ≠ 0) (hk : k ≠ 0) :
    cAmp a D w k ≠ 0 ∧ sAmp a D w k ≠ 0 ∧ cAmp a D w k ^ 2 + sAmp a D w k ^ 2 = 1 ∧
    D * cAmp a D w k + a * k ^ w * sAmp a D w k = energy a D w k * cAmp a D w k ∧
    a * k ^ w * cAmp a D w k - D * sAmp a D w k = energy a D w k * sAmp a D w k := by
  have hu : a * k ^ w ≠ 0 := mul_ne_zero ha (pow_ne_zero _ hk)
  have hu2 : 0 < (a * k ^ w) ^ 2 := pow_pos_of_ne hu
  have hE : energy a D w k ^ 2 = D ^ 2 + (a * k ^ w) ^ 2 := Real.sq_sqrt (by positivity)
  have hE0 : 0 < energy a D w k := Real.sqrt_pos.mpr (by positivity)
  have hED : 0 < energy a D w k + D := by
    have := (abs_lt_of_sq_lt_sq' (by linarith : D ^ 2 < energy a D w k ^ 2) hE0.le).1
    linarith
  have hpos : 0 < 2 * energy a D w k * (energy a D w k + D) := by positivity
  have hN : spinorNorm a D w k ^ 2 = 2 * energy a D w k * (energy a D w k + D) :=
    Real.sq_sqrt hpos.le
  have hN0 : spinorNorm a D w k ≠ 0 := (Real.sqrt_pos.mpr hpos).ne'
  unfold cAmp sAmp
  refine ⟨div_ne_zero hED.ne' hN0, div_ne_zero hu hN0, ?_, ?_, ?_⟩
  · rw [div_pow, div_pow, ← add_div, hN, div_eq_iff hpos.ne']
    linear_combination -hE
  · linear_combination (-(1 / spinorNorm a D w k)) * hE
  · ring
where
  pow_pos_of_ne {x : ℝ} (hx : x ≠ 0) : 0 < x ^ 2 := by positivity
```

In $H$ acting on the conduction spinor, the phases cancel in the upper component, leaving $Dc+us=Ec$; the lower is $e^{iwp}(uc-Ds)=Es\,e^{iwp}$. For the valence spinor the components are $e^{-iwp}(uc-Ds)=Es\,e^{-iwp}$ and $-(us+Dc)=-Ec$, so its energy is $-E$. The proof checks these four components using the two radial equations.

```lean
/-- The conduction and valence spinors are eigenvectors with energies `E` and `-E`. -/
theorem eigenstates {a k : ℝ} (D p : ℝ) (w : ℕ) (ha : a ≠ 0) (hk : k ≠ 0) :
    hamiltonian a D w (k * Real.cos p) (k * Real.sin p) *ᵥ conduction a D w k p
      = (energy a D w k : ℂ) • conduction a D w k p ∧
    hamiltonian a D w (k * Real.cos p) (k * Real.sin p) *ᵥ valence a D w k p
      = (-(energy a D w k : ℂ)) • valence a D w k p := by
  obtain ⟨-, -, -, h1, h2⟩ := amplitudes D w ha hk
  have g1 := congrArg (fun x : ℝ => (x : ℂ)) h1
  have g2 := congrArg (fun x : ℝ => (x : ℂ)) h2
  push_cast at g1 g2
  have hP : phase (-w) p * phase w p = 1 := by
    rw [phase_mul]
    simp [phase]
  have hH : hamiltonian a D w (k * Real.cos p) (k * Real.sin p) =
      !![(D : ℂ), (a : ℂ) * ((k : ℂ) ^ w * phase (-w) p);
         (a : ℂ) * ((k : ℂ) ^ w * phase w p), -(D : ℂ)] := by
    rw [hamiltonian, (polar_pow k p w).1, (polar_pow k p w).2]
  rw [hH]
  constructor <;> ext i <;> fin_cases i <;>
    simp only [Matrix.mulVec, dotProduct, Fin.sum_univ_two]
  · change (D : ℂ) * cAmp a D w k + a * (k ^ w * phase (-w) p) * (sAmp a D w k * phase w p)
      = energy a D w k * cAmp a D w k
    linear_combination g1 + (a * k ^ w * sAmp a D w k : ℂ) * hP
  · change (a : ℂ) * (k ^ w * phase w p) * cAmp a D w k + -(D : ℂ) * (sAmp a D w k * phase w p)
      = energy a D w k * (sAmp a D w k * phase w p)
    linear_combination phase w p * g2
  · change (D : ℂ) * (-(sAmp a D w k : ℂ) * phase (-w) p)
      + a * (k ^ w * phase (-w) p) * cAmp a D w k
      = -(energy a D w k : ℂ) * (-(sAmp a D w k : ℂ) * phase (-w) p)
    linear_combination phase (-w) p * g2
  · change (a : ℂ) * (k ^ w * phase w p) * (-(sAmp a D w k : ℂ) * phase (-w) p)
      + -(D : ℂ) * cAmp a D w k = -(energy a D w k : ℂ) * cAmp a D w k
    linear_combination -g1 - (a * k ^ w * sAmp a D w k : ℂ) * hP
```

## Polarization factors in the velocity

Differentiating the upper off-diagonal element gives

$$aw(k_x-ik_y)^{w-1}\bigl(1+i\sigma(-i)\bigr)=aw(1+\sigma)(k_x-ik_y)^{w-1}.$$

The lower one has $1+i\sigma\cdot i=1-\sigma$, and the constant diagonal drops out.

In the proof, `key` differentiates $a(b+cx)^w$ once and serves all four derivatives. The algebra then turns on `linear_combination`, which subtracts a stated multiple of a known equation and leaves an identity for `ring`. Since `ring` treats `I` as an ordinary symbol, $i^2=-1$ must be supplied through `Complex.I_sq`. For the upper element the two sides differ by $-\sigma aw(k_x-ik_y)^{w-1}(i^2+1)$, and its prefactor is exactly the coefficient written in the code.

```lean
/-- Closed form of the velocity matrix for any polarization parameter `σ`. -/
theorem velocity_eq (σ : ℂ) (a D : ℝ) (w : ℕ) (kx ky : ℝ) :
    velocity σ a D w kx ky =
      !![0, (a : ℂ) * w * (1 + σ) * ((kx : ℂ) - I * (ky : ℂ)) ^ (w - 1);
         (a : ℂ) * w * (1 - σ) * ((kx : ℂ) + I * (ky : ℂ)) ^ (w - 1), 0] := by
  -- derivative of a power of a linear function of one momentum component
  have key (b c : ℂ) (t : ℝ) : deriv (fun x : ℝ => (a : ℂ) * (b + c * (x : ℂ)) ^ w) t
      = a * (w * (b + c * t) ^ (w - 1) * c) := by
    have h : HasDerivAt (fun x : ℝ => (x : ℂ)) 1 t := by
      simpa using (hasDerivAt_id t).ofReal_comp
    have h' := (((h.const_mul c).const_add b).fun_pow w).const_mul (a : ℂ)
    exact (h'.congr_deriv (by ring)).deriv
  have ex (b : ℂ) (x : ℝ) : b + 1 * (x : ℂ) = x + b := by ring
  have ey (y : ℝ) : (kx : ℂ) + -I * (y : ℂ) = kx - I * y := by ring
  have h1 := key (-(I * ky)) 1 kx
  have h2 := key kx (-I) ky
  have h3 := key (I * ky) 1 kx
  have h4 := key kx I ky
  simp only [ex, mul_one, ← sub_eq_add_neg] at h1 h3
  simp only [ey] at h2
  ext i j
  fin_cases i <;> fin_cases j
  · change deriv (fun _ : ℝ => (D : ℂ)) kx + σ * I * deriv (fun _ : ℝ => (D : ℂ)) ky = 0
    simp
  · change deriv (fun x : ℝ => (a : ℂ) * ((x : ℂ) - I * ky) ^ w) kx
      + σ * I * deriv (fun y : ℝ => (a : ℂ) * ((kx : ℂ) - I * y) ^ w) ky
      = (a : ℂ) * w * (1 + σ) * ((kx : ℂ) - I * ky) ^ (w - 1)
    rw [h1, h2]
    linear_combination (-(σ * a * w * ((kx : ℂ) - I * ky) ^ (w - 1))) * Complex.I_sq
  · change deriv (fun x : ℝ => (a : ℂ) * ((x : ℂ) + I * ky) ^ w) kx
      + σ * I * deriv (fun y : ℝ => (a : ℂ) * ((kx : ℂ) + I * y) ^ w) ky
      = (a : ℂ) * w * (1 - σ) * ((kx : ℂ) + I * ky) ^ (w - 1)
    rw [h3, h4]
    linear_combination (σ * a * w * ((kx : ℂ) + I * ky) ^ (w - 1)) * Complex.I_sq
  · change deriv (fun _ : ℝ => -(D : ℂ)) kx + σ * I * deriv (fun _ : ℝ => -(D : ℂ)) ky = 0
    simp
```

## Phases of the interband element

The upper element contributes $c^2e^{-i(w-1)p}$. The lower one collects $e^{-iwp}e^{i(w-1)p}e^{-iwp}=e^{-i(w+1)p}$ and a minus sign from the valence spinor:

$$\langle c|V_\sigma|v\rangle=awk^{w-1}\left[(1+\sigma)c^2e^{-i(w-1)p}-(1-\sigma)s^2e^{-i(w+1)p}\right].$$

The case $w=0$ is handled separately, where both sides vanish.

```lean
/-- The interband element is a sum of radial factors times `exp(-i(w-1)p)` and
`exp(-i(w+1)p)`, weighted by `1 + σ` and `1 - σ`. -/
theorem interband_eq (σ : ℂ) (a D : ℝ) (w : ℕ) (k p : ℝ) :
    interband σ a D w k p = (a : ℂ) * w * (k : ℂ) ^ (w - 1) *
      ((1 + σ) * (cAmp a D w k : ℂ) ^ 2 * phase (1 - w) p
        - (1 - σ) * (sAmp a D w k : ℂ) ^ 2 * phase (-(w + 1)) p) := by
  have hc : star (cAmp a D w k : ℂ) = cAmp a D w k := Complex.conj_ofReal _
  have hs : star ((sAmp a D w k : ℂ) * phase w p) = sAmp a D w k * phase (-w) p := by
    change (starRingEnd ℂ) _ = _
    unfold phase
    rw [map_mul, Complex.conj_ofReal, ← Complex.exp_conj]
    congr 2
    simp
  rw [interband, velocity_eq, (polar_pow k p (w - 1)).1, (polar_pow k p (w - 1)).2]
  simp only [Matrix.mulVec, dotProduct, Fin.sum_univ_two]
  change star (cAmp a D w k : ℂ) * (0 * (-(sAmp a D w k : ℂ) * phase (-w) p)
      + (a : ℂ) * w * (1 + σ) * (k ^ (w - 1) * phase (-((w - 1 : ℕ) : ℤ)) p) * cAmp a D w k)
    + star ((sAmp a D w k : ℂ) * phase w p) *
      ((a : ℂ) * w * (1 - σ) * (k ^ (w - 1) * phase ((w - 1 : ℕ) : ℤ) p)
        * (-(sAmp a D w k : ℂ) * phase (-w) p) + 0 * cAmp a D w k) = _
  rw [hc, hs]
  rcases Nat.eq_zero_or_pos w with rfl | hw
  · simp
  · have e1 : phase (-((w - 1 : ℕ) : ℤ)) p = phase (1 - w) p := by
      congr 1
      omega
    have e2 : phase (-w) p * phase ((w - 1 : ℕ) : ℤ) p * phase (-w) p
        = phase (-(w + 1)) p := by
      rw [phase_mul, phase_mul]
      congr 1
      omega
    linear_combination
      ((a : ℂ) * w * (1 + σ) * k ^ (w - 1) * (cAmp a D w k : ℂ) ^ 2) * e1
      - ((a : ℂ) * w * (1 - σ) * k ^ (w - 1) * (sAmp a D w k : ℂ) ^ 2) * e2
```

## Selection rules

Multiplying by $e^{imp}$ and integrating term by term gives

$$O_\sigma(m)=2\pi awk^{w-1}\left[(1+\sigma)c^2\delta_{m,w-1}-(1-\sigma)s^2\delta_{m,w+1}\right].$$

In a calculation on a ring of $M$ equally spaced angles, the integral becomes a sum and each Kronecker delta holds only modulo $M$, so a coarse ring can make a forbidden envelope look bright. The envelope coefficients and the matrix elements must also use the same eigenvector phases.

```lean
/-- The angular overlap for any polarization parameter and any envelope `exp(imp)`. -/
theorem angularOverlap_eq (σ : ℂ) (a D : ℝ) (w : ℕ) (k : ℝ) (m : ℤ) :
    angularOverlap σ a D w k m = (a : ℂ) * w * (k : ℂ) ^ (w - 1) *
      ((1 + σ) * (cAmp a D w k : ℂ) ^ 2 * (if m = w - 1 then 2 * (Real.pi : ℂ) else 0)
        - (1 - σ) * (sAmp a D w k : ℂ) ^ 2 *
          (if m = w + 1 then 2 * (Real.pi : ℂ) else 0)) := by
  have hcont (n : ℤ) : Continuous (phase n) := by
    unfold phase
    fun_prop
  have hint (A : ℂ) (n : ℤ) : IntervalIntegrable (fun p => A * phase n p)
      MeasureTheory.volume 0 (2 * Real.pi) :=
    (continuous_const.mul (hcont n)).intervalIntegrable _ _
  have hsplit (p : ℝ) : phase m p * interband σ a D w k p =
      ((a : ℂ) * w * k ^ (w - 1) * ((1 + σ) * (cAmp a D w k : ℂ) ^ 2)) * phase (m + (1 - w)) p
      - ((a : ℂ) * w * k ^ (w - 1) * ((1 - σ) * (sAmp a D w k : ℂ) ^ 2))
        * phase (m + -(w + 1)) p := by
    rw [interband_eq]
    linear_combination
      ((a : ℂ) * w * k ^ (w - 1) * ((1 + σ) * (cAmp a D w k : ℂ) ^ 2)) * phase_mul m (1 - w) p
      - ((a : ℂ) * w * k ^ (w - 1) * ((1 - σ) * (sAmp a D w k : ℂ) ^ 2))
        * phase_mul m (-(w + 1)) p
  have q1 : (if m + (1 - (w : ℤ)) = 0 then 2 * (Real.pi : ℂ) else 0)
      = if m = w - 1 then 2 * (Real.pi : ℂ) else 0 := if_congr (by omega) rfl rfl
  have q2 : (if m + -((w : ℤ) + 1) = 0 then 2 * (Real.pi : ℂ) else 0)
      = if m = w + 1 then 2 * (Real.pi : ℂ) else 0 := if_congr (by omega) rfl rfl
  unfold angularOverlap
  simp only [hsplit]
  rw [intervalIntegral.integral_sub (hint _ _) (hint _ _),
    intervalIntegral.integral_const_mul, intervalIntegral.integral_const_mul,
    phase_integral, phase_integral, q1, q2]
  ring
```

For $\sigma=1$ only $4\pi awk^{w-1}c^2\delta_{m,w-1}$ remains; for $\sigma=-1$, only $-4\pi awk^{w-1}s^2\delta_{m,w+1}$. With $a,k\neq0$ and $w\geq1$ the prefactors are non-zero, which gives both directions of each equivalence.

Within this two-band model with a prescribed envelope, the rule identifies which $m$ each circular polarization can reach; the pair coefficients $A$ of that exciton vary as $e^{-imp}$. It concerns a single $k$: a subsequent radial integral could still cancel for an allowed $m$.

```lean
/-- Selection rule: the envelope `exp(imp)` has non-zero angular overlap exactly for
`m = w - 1` when `σ = 1`, and exactly for `m = w + 1` when `σ = -1`. -/
theorem selection_rule {a k : ℝ} {w : ℕ} (D : ℝ) (m : ℤ)
    (ha : a ≠ 0) (hk : k ≠ 0) (hw : 1 ≤ w) :
    (angularOverlap 1 a D w k m ≠ 0 ↔ m = w - 1) ∧
    (angularOverlap (-1) a D w k m ≠ 0 ↔ m = w + 1) := by
  obtain ⟨hc, hs, -⟩ := amplitudes D w ha hk
  have hw' : (w : ℂ) ≠ 0 := Nat.cast_ne_zero.mpr (by omega)
  have hA : (a : ℂ) * w * (k : ℂ) ^ (w - 1) ≠ 0 :=
    mul_ne_zero (mul_ne_zero (Complex.ofReal_ne_zero.mpr ha) hw')
      (pow_ne_zero _ (Complex.ofReal_ne_zero.mpr hk))
  have hpi : 4 * (Real.pi : ℂ) ≠ 0 :=
    mul_ne_zero (by norm_num) (Complex.ofReal_ne_zero.mpr Real.pi_ne_zero)
  -- a non-zero amplitude leaves a non-zero radial factor
  have hprod {x : ℝ} (hx : x ≠ 0) :
      (a : ℂ) * w * (k : ℂ) ^ (w - 1) * ((x : ℂ) ^ 2 * (4 * (Real.pi : ℂ))) ≠ 0 :=
    mul_ne_zero hA (mul_ne_zero (pow_ne_zero _ (Complex.ofReal_ne_zero.mpr hx)) hpi)
  rw [angularOverlap_eq, angularOverlap_eq]
  refine ⟨⟨fun h => ?_, fun hm h0 => ?_⟩, ⟨fun h => ?_, fun hm h0 => ?_⟩⟩
  · by_contra hm
    exact h (by rw [if_neg hm]; ring)
  · rw [if_pos hm] at h0
    exact hprod hc (by linear_combination h0)
  · by_contra hm
    exact h (by rw [if_neg hm]; ring)
  · rw [if_pos hm] at h0
    exact hprod hs (by linear_combination (-1 : ℂ) * h0)
```

Let $a,k\neq0$ again, and take an envelope that is isotropic in the present phase convention. Then $m=0$ requires $w-1=0$ or $w+1=0$, and only $w=1$ is possible. Conversely, $\sigma=1$ then gives a non-zero overlap, as in the Dirac case above.

```lean
/-- The isotropic envelope `m = 0` has non-zero overlap for some polarization parameter
exactly when the winding number is one. -/
theorem isotropic_envelope_iff {a k : ℝ} (D : ℝ) (w : ℕ) (ha : a ≠ 0) (hk : k ≠ 0) :
    (∃ σ : ℂ, angularOverlap σ a D w k 0 ≠ 0) ↔ w = 1 := by
  constructor
  · rintro ⟨σ, h⟩
    by_contra hw
    have n1 : ¬ ((0 : ℤ) = w - 1) := by omega
    have n2 : ¬ ((0 : ℤ) = w + 1) := by omega
    exact h (by rw [angularOverlap_eq, if_neg n1, if_neg n2]; ring)
  · rintro rfl
    exact ⟨1, (selection_rule D 0 ha hk le_rfl).1.mpr (by norm_num)⟩

end

end ExcitonWindingSelection
```

```lean
#print axioms ExcitonWindingSelection.eigenstates
#print axioms ExcitonWindingSelection.selection_rule
#print axioms ExcitonWindingSelection.isotropic_envelope_iff
```

```
'ExcitonWindingSelection.eigenstates' depends on axioms: [propext, Classical.choice, Quot.sound]
'ExcitonWindingSelection.selection_rule' depends on axioms: [propext, Classical.choice, Quot.sound]
'ExcitonWindingSelection.isotropic_envelope_iff' depends on axioms: [propext, Classical.choice, Quot.sound]
```
